# Level degeneracies of a rhombic spin-1 Hamiltonian with isotropic Zeeman term lie on its principal axes

At which magnetic fields do two sublevels of a triplet have the same energy? "The same energy" can mean a double root of the characteristic polynomial or two linearly independent eigenvectors. The formal statement takes the second reading, with a real energy $E$. For a Hermitian matrix the two readings agree and all eigenvalues are real, so nothing is lost.

## The triplet in a magnetic field

With $\hbar=1$ and axes numbered 0, 1, 2, the Hamiltonian is

$$H=-\mathrm{diag}(d_0,d_1,d_2)+\sum_k b_kS_k,\qquad (S_k)_{ij}=-i\,\varepsilon_{kij}.$$

The vector $b$ is the magnetic field in energy units, $g\mu_B B$ with an isotropic $g$. The real number $d_k$ is the coefficient of $S_k^2$ in the zero-field splitting, since $\sum_k d_kS_k^2=\left(\sum_k d_k\right)\mathbb 1-\mathrm{diag}(d)$. The zero-field energies in $H$ are therefore $-d_k$; many texts use letters such as $X,Y,Z$ for these energies, with the opposite sign to $d_k$. Distinct $d_k$ describe a rhombic triplet, whose three levels are separate at zero field.

## The degeneracy condition

For distinct $d_k$, $E$ is a degenerate level exactly when some axis $k$, with $i,j$ the other two, satisfies

$$E=-d_k,\qquad b_i=b_j=0,\qquad b_k^2=(d_i-d_k)(d_j-d_k).$$

This is `degenerateAt_iff`. In Lean, `d` and `b` are functions `Fin 3 → ℝ`, distinctness is `Function.Injective d`, and the other axes are `k + 1` and `k + 2`, counted modulo 3. `DegenerateAt d b E` says that two independent complex vectors are eigenvectors of `hamiltonian d b` with energy `E`.

The theorem `level_crossing_iff` removes the energy from the condition. Despite its name, it concerns coincidence of levels at a given field, not whether they pass through each other as the field varies. If $d_0<d_1<d_2$, `no_crossing_of_middle_field` excludes degeneracy whenever $b_1\neq0$.

The step left to the physicist is to identify a real triplet with this $H$: an isolated spin 1, without hyperfine coupling or $g$ anisotropy. Within that model, the condition tells a simulation of magnetic resonance spectra at which fields sorting levels by energy can become ambiguous.

## From vanishing minors to the field

Inserting the spin matrices gives $Hx=-\mathrm{diag}(d)\,x+i\,b\times x$. With $a_k=-d_k-E$,

$$M=H-E=\begin{pmatrix}a_0&-ib_2&ib_1\\ ib_2&a_1&-ib_0\\ -ib_1&ib_0&a_2\end{pmatrix}.$$

Suppose $Mu=Mv=0$ with $u,v$ independent. Each row $r$ of $M$ satisfies $\sum_j r_ju_j=\sum_j r_jv_j=0$, so it is a multiple of $w=u\times v\neq0$. Any two rows are then proportional to the same vector, and every $2\times2$ minor vanishes. The principal minors give

$$a_0a_1=b_2^2,\qquad a_0a_2=b_1^2,\qquad a_1a_2=b_0^2,$$

and three of the others give

$$ia_0b_0=b_1b_2,\qquad ia_1b_1=-b_0b_2,\qquad ia_2b_2=b_0b_1.$$

In each of the last three equations one side is imaginary and the other real, so both vanish: $a_kb_k=0$ for every $k$, and $b_ib_j=0$ for $i\neq j$.

If $b=0$, all products $a_ia_j$ with $i\ne j$ vanish. Two of the $a_k$ are then zero, which makes two $d_k$ equal, a contradiction. So exactly one component $b_k$ is nonzero. Then $a_k=0$, hence $E=-d_k$, and $b_k^2=a_ia_j=(d_k-d_i)(d_k-d_j)$.

Conversely, let the condition hold. The unit vector $e_k$ has energy $-d_k$, because $b\times e_k=0$. Take also

$$v=ib_k\,e_{k+1}+(d_k-d_{k+1})\,e_{k+2}.$$

The $k+1$ component of $Hv$ is $-id_{k+1}b_k-ib_k(d_k-d_{k+1})=-d_k(ib_k)$. The $k+2$ component is

$$-d_{k+2}(d_k-d_{k+1})-b_k^2=-d_k(d_k-d_{k+1}),$$

by the condition on $b_k^2$. So $Hv=-d_kv$, and $v$ is independent of $e_k$ because $d_k\neq d_{k+1}$. Its normalised form is $v/\sqrt{b_k^2+(d_k-d_{k+1})^2}$.

## Numbers for $d=(0,1,4)$

Along axis 0 the condition reads $b_0^2=1\cdot4$, so $b_0=\pm2$ and $E=0$. For $b_0=2$ the block on axes 1 and 2 is

$$\begin{pmatrix}-1&-2i\\2i&-4\end{pmatrix},$$

with trace $-5$ and determinant $0$. Its eigenvalues are $0$ and $-5$, and the first coincides with the energy of $e_0$. The normalised second eigenvector at $E=0$ is $(0,2i,-1)/\sqrt5$.

Along axis 2, $b_2^2=(-4)(-3)=12$ and $E=-4$. Along axis 1 the condition would require $b_1^2=3\cdot(-1)$, which no real field satisfies.

## The complete Lean file

```lean
import Mathlib

open Matrix Complex

namespace TripletLevelCrossing

noncomputable section

/-- The Cartesian spin-1 matrices, with entries `(S_k)_ij = -i ε_kij`. -/
def spin : Fin 3 → Matrix (Fin 3) (Fin 3) ℂ :=
  ![!![0, 0, 0; 0, 0, -I; 0, I, 0],
    !![0, 0, I; 0, 0, 0; -I, 0, 0],
    !![0, -I, 0; I, 0, 0; 0, 0, 0]]

/-- The triplet Hamiltonian `-diag(d) + b · S` in a magnetic field `b`. -/
def hamiltonian (d b : Fin 3 → ℝ) : Matrix (Fin 3) (Fin 3) ℂ :=
  -diagonal (fun i => (d i : ℂ)) + ∑ k, (b k : ℂ) • spin k

/-- The real energy `E` is a degenerate level: it has two linearly independent eigenvectors. -/
def DegenerateAt (d b : Fin 3 → ℝ) (E : ℝ) : Prop :=
  ∃ u v : Fin 3 → ℂ, LinearIndependent ℂ ![u, v] ∧
    hamiltonian d b *ᵥ u = (E : ℂ) • u ∧ hamiltonian d b *ᵥ v = (E : ℂ) • v

/-- The spin matrices obey the angular momentum relations `[S_k, S_(k+1)] = i S_(k+2)`,
with axes counted modulo 3. -/
theorem spin_comm (k : Fin 3) :
    spin k * spin (k + 1) - spin (k + 1) * spin k = I • spin (k + 2) := by
  fin_cases k <;> ext i j <;> fin_cases i <;> fin_cases j <;>
    simp [spin]

/-- The zero-field splitting `∑ d_k S_k²` equals `-diag(d)` up to the constant shift `∑ d_k`. -/
theorem zero_field_splitting (d : Fin 3 → ℝ) :
    ∑ k, (d k : ℂ) • (spin k * spin k) =
      (∑ k, (d k : ℂ)) • (1 : Matrix (Fin 3) (Fin 3) ℂ) - diagonal (fun i => (d i : ℂ)) := by
  ext i j
  fin_cases i <;> fin_cases j <;>
    simp [spin, Fin.sum_univ_three] <;> ring

/-- The triplet Hamiltonian is Hermitian. -/
theorem hamiltonian_isHermitian (d b : Fin 3 → ℝ) : (hamiltonian d b).IsHermitian := by
  change (hamiltonian d b)ᴴ = hamiltonian d b
  ext i j
  fin_cases i <;> fin_cases j <;>
    simp [hamiltonian, spin, Fin.sum_univ_three]

/-- In the Cartesian basis the Hamiltonian sends `x` to `-diag(d) x + i b × x`. -/
theorem hamiltonian_mulVec (d b : Fin 3 → ℝ) (x : Fin 3 → ℂ) :
    hamiltonian d b *ᵥ x =
      ![-(d 0 : ℂ) * x 0 + I * (b 1 * x 2 - b 2 * x 1),
        -(d 1 : ℂ) * x 1 + I * (b 2 * x 0 - b 0 * x 2),
        -(d 2 : ℂ) * x 2 + I * (b 0 * x 1 - b 1 * x 0)] := by
  ext i
  fin_cases i <;>
    simp [hamiltonian, spin, Matrix.mulVec, dotProduct, Fin.sum_univ_three,
      Matrix.diagonal_apply] <;> ring

/-- If a 3×3 matrix annihilates two linearly independent vectors, all its 2×2 minors vanish. -/
theorem minors_vanish (M : Matrix (Fin 3) (Fin 3) ℂ) {u v : Fin 3 → ℂ}
    (huv : LinearIndependent ℂ ![u, v])
    (hu : ∀ p, M p 0 * u 0 + M p 1 * u 1 + M p 2 * u 2 = 0)
    (hv : ∀ p, M p 0 * v 0 + M p 1 * v 1 + M p 2 * v 2 = 0) (p q j m : Fin 3) :
    M p j * M q m = M p m * M q j := by
  obtain ⟨w, hw⟩ : ∃ w, w = crossProduct u v := ⟨_, rfl⟩
  have w0 : w 0 = u 1 * v 2 - u 2 * v 1 := by rw [hw, cross_apply]; rfl
  have w1 : w 1 = u 2 * v 0 - u 0 * v 2 := by rw [hw, cross_apply]; rfl
  have w2 : w 2 = u 0 * v 1 - u 1 * v 0 := by rw [hw, cross_apply]; rfl
  have hne : w ≠ 0 := by
    rw [hw]; exact crossProduct_ne_zero_iff_linearIndependent.2 huv
  obtain ⟨l, hl⟩ := Function.ne_iff.1 hne
  -- every row of `M` is parallel to `w = u × v`
  have h0 : ∀ p, M p 1 * w 2 = M p 2 * w 1 := fun p => by
    rw [w1, w2]; linear_combination u 0 * hv p - v 0 * hu p
  have h1 : ∀ p, M p 2 * w 0 = M p 0 * w 2 := fun p => by
    rw [w0, w2]; linear_combination u 1 * hv p - v 1 * hu p
  have h2 : ∀ p, M p 0 * w 1 = M p 1 * w 0 := fun p => by
    rw [w0, w1]; linear_combination u 2 * hv p - v 2 * hu p
  have row : ∀ p j l, M p j * w l = M p l * w j := by
    intro p j l
    fin_cases j <;> fin_cases l
    exacts [rfl, h2 p, (h1 p).symm, (h2 p).symm, rfl, h0 p, h1 p, (h0 p).symm, rfl]
  apply mul_left_cancel₀ (mul_ne_zero hl hl)
  linear_combination (M q m * w l) * row p j l + (M p l * w j) * row q m l
    - (M q j * w l) * row p m l - (M p l * w m) * row q j l

private lemma split {x y : ℝ} (h : (x : ℂ) * I = y) : x = 0 ∧ y = 0 := by
  have h1 : x = 0 := by simpa using congrArg Complex.im h
  have h2 : (0 : ℝ) = y := by simpa using congrArg Complex.re h
  exact ⟨h1, h2.symm⟩

private lemma indep {u v : Fin 3 → ℂ} (i j : Fin 3) (ui : u i = 1) (vi : v i = 0)
    (uj : u j = 0) (vj : v j ≠ 0) : LinearIndependent ℂ ![u, v] := by
  rw [LinearIndependent.pair_iff]
  intro s t h
  have hi : s * u i + t * v i = 0 := congrFun h i
  have hj : s * u j + t * v j = 0 := congrFun h j
  rw [ui, vi, mul_one, mul_zero, add_zero] at hi
  rw [uj, mul_zero, zero_add] at hj
  exact ⟨hi, (mul_eq_zero.1 hj).resolve_right vj⟩

private lemma eigen {d b : Fin 3 → ℝ} {E x y z : ℂ}
    (h0 : -(d 0 : ℂ) * x + I * (b 1 * z - b 2 * y) = E * x)
    (h1 : -(d 1 : ℂ) * y + I * (b 2 * x - b 0 * z) = E * y)
    (h2 : -(d 2 : ℂ) * z + I * (b 0 * y - b 1 * x) = E * z) :
    hamiltonian d b *ᵥ ![x, y, z] = E • ![x, y, z] := by
  rw [hamiltonian_mulVec]
  ext i
  fin_cases i
  exacts [h0, h1, h2]

/-- For distinct `d`, the energy `E` is a degenerate level exactly when, for some axis `k`,
`E = -d_k`, the field lies along `k`, and `b_k² = (d_i - d_k)(d_j - d_k)` with `i, j` the
other axes. -/
theorem degenerateAt_iff {d : Fin 3 → ℝ} (hd : Function.Injective d) (b : Fin 3 → ℝ) (E : ℝ) :
    DegenerateAt d b E ↔ ∃ k, E = -d k ∧ b (k + 1) = 0 ∧ b (k + 2) = 0 ∧
      b k ^ 2 = (d (k + 1) - d k) * (d (k + 2) - d k) := by
  constructor
  · rintro ⟨u, v, huv, hu, hv⟩
    let M : Matrix (Fin 3) (Fin 3) ℂ :=
      !![-(d 0 : ℂ) - E, -(I * b 2), I * b 1;
         I * b 2, -(d 1 : ℂ) - E, -(I * b 0);
         -(I * b 1), I * b 0, -(d 2 : ℂ) - E]
    have rows : ∀ x : Fin 3 → ℂ, hamiltonian d b *ᵥ x = (E : ℂ) • x →
        ∀ p, M p 0 * x 0 + M p 1 * x 1 + M p 2 * x 2 = 0 := by
      intro x hx p
      rw [hamiltonian_mulVec] at hx
      have x0 : -(d 0 : ℂ) * x 0 + I * (b 1 * x 2 - b 2 * x 1) = E * x 0 := congrFun hx 0
      have x1 : -(d 1 : ℂ) * x 1 + I * (b 2 * x 0 - b 0 * x 2) = E * x 1 := congrFun hx 1
      have x2 : -(d 2 : ℂ) * x 2 + I * (b 0 * x 1 - b 1 * x 0) = E * x 2 := congrFun hx 2
      fin_cases p
      · change (-(d 0 : ℂ) - E) * x 0 + -(I * b 2) * x 1 + I * b 1 * x 2 = 0
        linear_combination x0
      · change I * b 2 * x 0 + (-(d 1 : ℂ) - E) * x 1 + -(I * b 0) * x 2 = 0
        linear_combination x1
      · change -(I * b 1) * x 0 + I * b 0 * x 1 + (-(d 2 : ℂ) - E) * x 2 = 0
        linear_combination x2
    have minor := minors_vanish M huv (rows u hu) (rows v hv)
    -- principal minors give the squares of the field components
    have m01 : (-(d 0 : ℂ) - E) * (-(d 1 : ℂ) - E) = -(I * b 2) * (I * b 2) := minor 0 1 0 1
    have m02 : (-(d 0 : ℂ) - E) * (-(d 2 : ℂ) - E) = I * b 1 * -(I * b 1) := minor 0 2 0 2
    have m12 : (-(d 1 : ℂ) - E) * (-(d 2 : ℂ) - E) = -(I * b 0) * (I * b 0) := minor 1 2 1 2
    have q01 : (-d 0 - E) * (-d 1 - E) = b 2 ^ 2 := Complex.ofReal_inj.1 (by
      push_cast; linear_combination m01 - (b 2 : ℂ) ^ 2 * I_sq)
    have q02 : (-d 0 - E) * (-d 2 - E) = b 1 ^ 2 := Complex.ofReal_inj.1 (by
      push_cast; linear_combination m02 - (b 1 : ℂ) ^ 2 * I_sq)
    have q12 : (-d 1 - E) * (-d 2 - E) = b 0 ^ 2 := Complex.ofReal_inj.1 (by
      push_cast; linear_combination m12 - (b 0 : ℂ) ^ 2 * I_sq)
    -- the other minors split into real and imaginary parts
    have n0 : (-(d 0 : ℂ) - E) * -(I * b 0) = I * b 1 * (I * b 2) := minor 0 1 0 2
    have n1 : (-(d 1 : ℂ) - E) * (I * b 1) = -(I * b 0) * -(I * b 2) := minor 1 0 1 2
    have n2 : (-(d 2 : ℂ) - E) * -(I * b 2) = I * b 0 * (I * b 1) := minor 2 0 2 1
    obtain ⟨a0, b12⟩ := split (x := (-d 0 - E) * b 0) (y := b 1 * b 2) (by
      push_cast; linear_combination -n0 - (b 1 : ℂ) * (b 2 : ℂ) * I_sq)
    obtain ⟨a1, b02⟩ := split (x := (-d 1 - E) * b 1) (y := -(b 0 * b 2)) (by
      push_cast; linear_combination n1 + (b 0 : ℂ) * (b 2 : ℂ) * I_sq)
    obtain ⟨a2, b01⟩ := split (x := (-d 2 - E) * b 2) (y := b 0 * b 1) (by
      push_cast; linear_combination -n2 - (b 0 : ℂ) * (b 1 : ℂ) * I_sq)
    by_cases h0 : b 0 = 0
    · by_cases h1 : b 1 = 0
      · by_cases h2 : b 2 = 0
        · -- without a field the levels are distinct
          have n01 : d 0 ≠ d 1 := hd.ne (by decide)
          have n02 : d 0 ≠ d 2 := hd.ne (by decide)
          have n12 : d 1 ≠ d 2 := hd.ne (by decide)
          rw [h2, zero_pow two_ne_zero] at q01
          rw [h1, zero_pow two_ne_zero] at q02
          rw [h0, zero_pow two_ne_zero] at q12
          rcases mul_eq_zero.1 q01 with e | e
          · rcases mul_eq_zero.1 q12 with f | f
            · exact (n01 (by linarith)).elim
            · exact (n02 (by linarith)).elim
          · rcases mul_eq_zero.1 q02 with f | f
            · exact (n01 (by linarith)).elim
            · exact (n12 (by linarith)).elim
        · have e : E = -d 2 := by linarith [(mul_eq_zero.1 a2).resolve_right h2]
          refine ⟨2, e, h0, h1, ?_⟩
          change b 2 ^ 2 = (d 0 - d 2) * (d 1 - d 2)
          rw [e] at q01
          linear_combination -q01
      · have e : E = -d 1 := by linarith [(mul_eq_zero.1 a1).resolve_right h1]
        refine ⟨1, e, (mul_eq_zero.1 b12).resolve_left h1, h0, ?_⟩
        change b 1 ^ 2 = (d 2 - d 1) * (d 0 - d 1)
        rw [e] at q02
        linear_combination -q02
    · have e : E = -d 0 := by linarith [(mul_eq_zero.1 a0).resolve_right h0]
      refine ⟨0, e, (mul_eq_zero.1 b01).resolve_left h0,
        (mul_eq_zero.1 (neg_eq_zero.1 b02)).resolve_left h0, ?_⟩
      change b 0 ^ 2 = (d 1 - d 0) * (d 2 - d 0)
      rw [e] at q12
      linear_combination -q12
  · rintro ⟨k, hE, hi, hj, hk⟩
    have hne : ∀ i j, i ≠ j → (d i : ℂ) - d j ≠ 0 := fun i j h =>
      sub_ne_zero.2 fun e => h (hd (Complex.ofReal_inj.1 e))
    have e : (E : ℂ) = -(d k : ℂ) := by rw [hE]; simp
    have ci : (b (k + 1) : ℂ) = 0 := by rw [hi]; simp
    have cj : (b (k + 2) : ℂ) = 0 := by rw [hj]; simp
    have q : (b k : ℂ) ^ 2 = ((d (k + 1) : ℂ) - d k) * ((d (k + 2) : ℂ) - d k) := by
      exact_mod_cast hk
    -- the axis vector and a vector in the transverse plane share the energy `-d_k`
    fin_cases k
    · replace e : (E : ℂ) = -(d 0 : ℂ) := e
      replace ci : (b 1 : ℂ) = 0 := ci
      replace cj : (b 2 : ℂ) = 0 := cj
      replace q : (b 0 : ℂ) ^ 2 = ((d 1 : ℂ) - d 0) * ((d 2 : ℂ) - d 0) := q
      refine ⟨![1, 0, 0], ![0, I * b 0, (d 0 : ℂ) - d 1],
        indep 0 2 rfl rfl rfl (hne 0 1 (by decide)), eigen ?_ ?_ ?_, eigen ?_ ?_ ?_⟩
      · linear_combination -e
      · linear_combination I * cj
      · linear_combination -I * ci
      · linear_combination I * ((d 0 : ℂ) - d 1) * ci - I * I * (b 0 : ℂ) * cj
      · linear_combination -I * (b 0 : ℂ) * e
      · linear_combination -((d 0 : ℂ) - d 1) * e - q + (b 0 : ℂ) ^ 2 * I_sq
    · replace e : (E : ℂ) = -(d 1 : ℂ) := e
      replace ci : (b 2 : ℂ) = 0 := ci
      replace cj : (b 0 : ℂ) = 0 := cj
      replace q : (b 1 : ℂ) ^ 2 = ((d 2 : ℂ) - d 1) * ((d 0 : ℂ) - d 1) := q
      refine ⟨![0, 1, 0], ![(d 1 : ℂ) - d 2, 0, I * b 1],
        indep 1 0 rfl rfl rfl (hne 1 2 (by decide)), eigen ?_ ?_ ?_, eigen ?_ ?_ ?_⟩
      · linear_combination -I * ci
      · linear_combination -e
      · linear_combination I * cj
      · linear_combination -((d 1 : ℂ) - d 2) * e - q + (b 1 : ℂ) ^ 2 * I_sq
      · linear_combination I * ((d 1 : ℂ) - d 2) * ci - I * I * (b 1 : ℂ) * cj
      · linear_combination -I * (b 1 : ℂ) * e
    · replace e : (E : ℂ) = -(d 2 : ℂ) := e
      replace ci : (b 0 : ℂ) = 0 := ci
      replace cj : (b 1 : ℂ) = 0 := cj
      replace q : (b 2 : ℂ) ^ 2 = ((d 0 : ℂ) - d 2) * ((d 1 : ℂ) - d 2) := q
      refine ⟨![0, 0, 1], ![I * b 2, (d 2 : ℂ) - d 0, 0],
        indep 2 1 rfl rfl rfl (hne 2 0 (by decide)), eigen ?_ ?_ ?_, eigen ?_ ?_ ?_⟩
      · linear_combination I * cj
      · linear_combination -I * ci
      · linear_combination -e
      · linear_combination -I * (b 2 : ℂ) * e
      · linear_combination -((d 2 : ℂ) - d 0) * e - q + (b 2 : ℂ) ^ 2 * I_sq
      · linear_combination I * ((d 2 : ℂ) - d 0) * ci - I * I * (b 2 : ℂ) * cj

/-- For distinct `d`, some real energy is a degenerate level in the field `b` exactly when the field
lies along one axis `k` and `b_k² = (d_i - d_k)(d_j - d_k)`, where `i, j` are the other axes. -/
theorem level_crossing_iff {d : Fin 3 → ℝ} (hd : Function.Injective d) (b : Fin 3 → ℝ) :
    (∃ E, DegenerateAt d b E) ↔ ∃ k, b (k + 1) = 0 ∧ b (k + 2) = 0 ∧
      b k ^ 2 = (d (k + 1) - d k) * (d (k + 2) - d k) := by
  constructor
  · rintro ⟨E, h⟩
    obtain ⟨k, -, hk⟩ := (degenerateAt_iff hd b E).1 h
    exact ⟨k, hk⟩
  · rintro ⟨k, hk⟩
    exact ⟨-d k, (degenerateAt_iff hd b _).2 ⟨k, rfl, hk⟩⟩

/-- If `d_0 < d_1 < d_2`, a field with a nonzero component along the middle axis 1 leaves no
degenerate level. -/
theorem no_crossing_of_middle_field {d b : Fin 3 → ℝ} (h01 : d 0 < d 1) (h12 : d 1 < d 2)
    (hb : b 1 ≠ 0) (E : ℝ) : ¬ DegenerateAt d b E := by
  have hd : Function.Injective d := by
    intro i j h
    fin_cases i <;> fin_cases j <;> simp at h ⊢ <;> linarith
  intro h
  obtain ⟨k, -, hi, hj, hk⟩ := (degenerateAt_iff hd b E).1 h
  fin_cases k
  · exact hb hi
  · -- along the middle axis the required square would be negative
    have q : b 1 ^ 2 = (d 2 - d 1) * (d 0 - d 1) := hk
    nlinarith [sq_nonneg (b 1), mul_pos (sub_pos.2 h12) (sub_pos.2 h01)]
  · exact hb hj

end

end TripletLevelCrossing
```

```lean
#print axioms TripletLevelCrossing.zero_field_splitting
-- 'TripletLevelCrossing.zero_field_splitting' depends on axioms: [propext, Classical.choice, Quot.sound]
#print axioms TripletLevelCrossing.hamiltonian_isHermitian
-- 'TripletLevelCrossing.hamiltonian_isHermitian' depends on axioms: [propext, Classical.choice, Quot.sound]
#print axioms TripletLevelCrossing.level_crossing_iff
-- 'TripletLevelCrossing.level_crossing_iff' depends on axioms: [propext, Classical.choice, Quot.sound]
#print axioms TripletLevelCrossing.no_crossing_of_middle_field
-- 'TripletLevelCrossing.no_crossing_of_middle_field' depends on axioms: [propext, Classical.choice, Quot.sound]
```

## Independence as a nonzero cross product

The Mathlib lemma `crossProduct_ne_zero_iff_linearIndependent` turns the independence of `u` and `v` into `w ≠ 0`, and `Function.ne_iff` then supplies an index `l` with $w_l\neq0$. This cross product involves no complex conjugation, which matches the sums in $Mu=0$.

In `minors_vanish`, the facts `h0`, `h1` and `h2` combine the two row equations into $M_{pj}w_l=M_{pl}w_j$, collected in `row`. Consequently

$$M_{pj}M_{qm}w_l^2=M_{pl}M_{ql}w_jw_m=M_{pm}M_{qj}w_l^2,$$

and `mul_left_cancel₀` removes the factor $w_l^2$.

## The two directions in Lean

In `degenerateAt_iff`, `rows` rewrites the eigenvalue equations as $Mx=0$. The facts `q01`, `q02` and `q12` are the principal minors, while `split` separates real from imaginary parts in the others. The case distinction on `b 0`, `b 1` and `b 2` then finds the axis or reaches the zero-field contradiction.

For the converse, `fin_cases k` treats the axes in turn. `indep` proves independence from two coordinates, and `eigen` reduces each eigenvector claim to three scalar equations, which `linear_combination` closes using the value of $E$, the two vanishing field components and, for one component of the second vector, the condition on $b_k^2$.

The middle-axis theorem applies this equivalence: $k=0$ or $k=2$ would force $b_1=0$, and $k=1$ would make $b_1^2$ negative.
